# Two real symmetric idempotent matrices of equal size are joined by a path of such matrices exactly when their traces agree

Take $N$ electrons of one spin in a single Slater determinant, with real orbitals expanded in $n$ real orthonormal basis functions. The determinant is described by its one-particle density matrix $P$, a real $n\times n$ matrix with

$$P^T=P,\qquad P^2=P,\qquad \operatorname{tr}P=N .$$

The physical question is whether any such state can be deformed continuously into any other without leaving the set, that is, without fractional occupations and without complex orbitals. It can, and states with different electron numbers are never joined in this way.

For Hartree–Fock or Kohn–Sham calculations with real orbitals, integer occupations, a finite real basis and no imposed spatial symmetry, this means that the search space of one spin channel at fixed $N$ is in one piece. Nothing is said about the energy along the path.

In the code, `n` is the finite type of basis labels, so the number called $n$ in the formulas is `Fintype.card n`.

```lean
import Mathlib

open Matrix Topology

namespace RealDensityConnected

noncomputable section

variable {n : Type*} [Fintype n] [DecidableEq n] {N : ℕ}
```

The set of these matrices is `pureDensities n N`. The name is narrower than common usage: "pure-state" here means a single determinant, and "density" means the matrix $P$, not the electron density as a function of position. The basis is taken to be orthonormal. An atomic-orbital basis must first be orthogonalised, and that step lies between these theorems and a typical program.

```lean
/-- The real pure-state densities with `N` electrons: real symmetric idempotent matrices
of trace `N`. -/
def pureDensities (n : Type*) [Fintype n] (N : ℕ) : Set (Matrix n n ℝ) :=
  {P | Pᵀ = P ∧ P * P = P ∧ P.trace = N}
```

Occupied orbitals are the columns of an $n\times N$ matrix $A$. They need not be orthonormal, only linearly independent. With $S=A^TA$, the overlap matrix of the occupied orbitals (not of the basis), their density is

$$\rho(A)=A\,S^{-1}A^T ,$$

written `densityOf A`.

```lean
/-- The density `A (AᵀA)⁻¹ Aᵀ` of occupied orbitals given by the columns of `A`, which may be
non-orthogonal but must be linearly independent, so that the overlap matrix `AᵀA` is
invertible. -/
def densityOf (A : Matrix n (Fin N) ℝ) : Matrix n n ℝ :=
  A * (Aᵀ * A)⁻¹ * Aᵀ
```

## From orbitals to densities

Suppose that $A$ has a left inverse $L$, so $LA=1$. If $Sv=0$, then $|Av|^2=v^TA^TAv=0$, so $Av=0$ and $v=LAv=0$. Hence $S$ is invertible. Lean starts from a vanishing determinant, extracts a non-zero null vector $v$, and reaches the contradiction $v=0$. Invertibility is expressed as `IsUnit` of the determinant.

```lean
omit [DecidableEq n] in
/-- Orbitals that possess a left inverse have an invertible overlap matrix. -/
theorem overlap_isUnit {A : Matrix n (Fin N) ℝ} {L : Matrix (Fin N) n ℝ} (hL : L * A = 1) :
    IsUnit (Aᵀ * A).det := by
  rw [isUnit_iff_ne_zero]
  intro h0
  obtain ⟨v, hv, h⟩ := Matrix.exists_mulVec_eq_zero_iff.mpr h0
  -- a null vector of the overlap gives an orbital of zero norm
  have h1 : (A *ᵥ v) ⬝ᵥ (A *ᵥ v) = 0 := by
    rw [Matrix.dotProduct_mulVec, ← Matrix.mulVec_transpose, Matrix.mulVec_mulVec, h,
      zero_dotProduct]
  have h2 : A *ᵥ v = 0 := dotProduct_self_eq_zero.mp h1
  apply hv
  rw [← Matrix.one_mulVec v, ← hL, ← Matrix.mulVec_mulVec, h2, Matrix.mulVec_zero]
```

When $S$ is invertible, $\rho(A)$ is symmetric because $S$ is. The other two conditions follow from

$$\rho(A)^2=A\,S^{-1}(A^TA)S^{-1}A^T=\rho(A),\qquad \operatorname{tr}\rho(A)=\operatorname{tr}(A^TA\,S^{-1})=\operatorname{tr}1_N=N .$$

```lean
omit [DecidableEq n] in
/-- The density of `N` orbitals with invertible overlap matrix is a pure-state density with
`N` electrons. -/
theorem densityOf_mem {A : Matrix n (Fin N) ℝ} (hS : IsUnit (Aᵀ * A).det) :
    densityOf A ∈ pureDensities n N := by
  refine ⟨?_, ?_, ?_⟩
  · simp [densityOf, Matrix.transpose_mul, Matrix.transpose_nonsing_inv, Matrix.mul_assoc]
  · calc densityOf A * densityOf A
        = A * (((Aᵀ * A)⁻¹ * (Aᵀ * A)) * (Aᵀ * A)⁻¹) * Aᵀ := by
          simp only [densityOf, Matrix.mul_assoc]
      _ = densityOf A := by
          rw [Matrix.nonsing_inv_mul _ hS, Matrix.one_mul, densityOf]
  · rw [densityOf, Matrix.trace_mul_comm, ← Matrix.mul_assoc, Matrix.mul_nonsing_inv _ hS,
      Matrix.trace_one, Fintype.card_fin]
```

## From densities back to orbitals

Let $P^2=P$. Choose a basis of the range of $P$, the occupied space, and let its vectors be the columns of $B$. Let $C$ give the coordinates of $Px$ in that basis. Then $BC=P$. Since $P$ leaves vectors of its range unchanged, also $CB=1$. Therefore

$$\operatorname{tr}P=\operatorname{tr}BC=\operatorname{tr}CB=N,$$

where $N$ is the dimension of the range. The trace of an idempotent is thus a natural number, and symmetry was not used. In Lean, $B$ and $C$ are the matrices of the inclusion of the range and of the map onto it.

```lean
/-- An idempotent matrix factors through `N` orbitals `B` with a left inverse `C`, and its
trace is their number `N`. -/
theorem exists_orbitals {P : Matrix n n ℝ} (hP : P * P = P) :
    ∃ (N : ℕ) (B : Matrix n (Fin N) ℝ) (C : Matrix (Fin N) n ℝ),
      B * C = P ∧ C * B = 1 ∧ P.trace = N := by
  suffices h : ∃ (N : ℕ) (B : Matrix n (Fin N) ℝ) (C : Matrix (Fin N) n ℝ),
      B * C = P ∧ C * B = 1 by
    obtain ⟨N, B, C, h1, h2⟩ := h
    exact ⟨N, B, C, h1, h2, by
      rw [← h1, Matrix.trace_mul_comm, h2, Matrix.trace_one, Fintype.card_fin]⟩
  let f := Matrix.toLin' P
  have hf : ∀ x, f (f x) = f x := by
    intro x
    simp only [f, Matrix.toLin'_apply, Matrix.mulVec_mulVec, hP]
  -- the columns of `B` are a basis of the occupied space
  let b := Module.finBasis ℝ (LinearMap.range f)
  refine ⟨_, LinearMap.toMatrix b (Pi.basisFun ℝ n) (LinearMap.range f).subtype,
    LinearMap.toMatrix (Pi.basisFun ℝ n) b f.rangeRestrict, ?_, ?_⟩
  · have h : (LinearMap.range f).subtype ∘ₗ f.rangeRestrict = f := LinearMap.ext fun _ => rfl
    rw [← LinearMap.toMatrix_comp, h, LinearMap.toMatrix_eq_toMatrix']
    exact LinearMap.toMatrix'_toLin' P
  · have h : f.rangeRestrict ∘ₗ (LinearMap.range f).subtype = LinearMap.id := by
      apply LinearMap.ext
      rintro ⟨_, x, rfl⟩
      exact Subtype.ext (hf x)
    rw [← LinearMap.toMatrix_comp, h, LinearMap.toMatrix_id]
```

If $P$ is also symmetric, it is the density of $B$. From $PB=BCB=B$, transposition gives $B^TP=B^T$, so $\rho(B)P=\rho(B)$. Also $\rho(B)B=BS^{-1}S=B$, now with $S=B^TB$. Together,

$$\rho(B)=\rho(B)P=\rho(B)BC=BC=P .$$

```lean
omit [DecidableEq n] in
/-- A symmetric matrix `P = B C` with `C B = 1` is the density of the orbitals `B`. -/
theorem densityOf_eq {P : Matrix n n ℝ} {B : Matrix n (Fin N) ℝ} {C : Matrix (Fin N) n ℝ}
    (hP : Pᵀ = P) (h1 : B * C = P) (h2 : C * B = 1) : densityOf B = P := by
  have hPB : P * B = B := by rw [← h1, Matrix.mul_assoc, h2, Matrix.mul_one]
  have hBP : Bᵀ * P = Bᵀ := by
    have h := congrArg Matrix.transpose hPB
    rwa [Matrix.transpose_mul, hP] at h
  have hD : densityOf B * B = B := by
    rw [densityOf, Matrix.mul_assoc, Matrix.mul_assoc,
      Matrix.nonsing_inv_mul _ (overlap_isUnit h2), Matrix.mul_one]
  calc densityOf B = densityOf B * P := by rw [densityOf, Matrix.mul_assoc _ Bᵀ P, hBP]
    _ = densityOf B * B * C := by rw [← h1, Matrix.mul_assoc]
    _ = P := by rw [hD, h1]
```

Replacing $A$ by $Ag$, with $g$ an invertible $N\times N$ matrix, mixes the occupied orbitals among themselves and changes nothing:

$$\rho(Ag)=A\,g\,g^{-1}S^{-1}(g^T)^{-1}g^TA^T=\rho(A).$$

The lemma has no hypothesis on $S$, because Lean gives singular matrices an inverse by convention; below it is applied only to independent orbitals.

```lean
omit [DecidableEq n] in
/-- An invertible mixing `g` of the occupied orbitals leaves the density unchanged. -/
theorem densityOf_mul (A : Matrix n (Fin N) ℝ) {g : Matrix (Fin N) (Fin N) ℝ}
    (hg : IsUnit g.det) : densityOf (A * g) = densityOf A := by
  have hgt : IsUnit gᵀ.det := by rwa [Matrix.det_transpose]
  have hS : (A * g)ᵀ * (A * g) = gᵀ * ((Aᵀ * A) * g) := by
    simp only [Matrix.transpose_mul, Matrix.mul_assoc]
  rw [densityOf, hS, Matrix.mul_inv_rev, Matrix.mul_inv_rev, Matrix.transpose_mul]
  calc A * g * (g⁻¹ * (Aᵀ * A)⁻¹ * gᵀ⁻¹) * (gᵀ * Aᵀ)
      = A * (g * g⁻¹) * (Aᵀ * A)⁻¹ * (gᵀ⁻¹ * gᵀ) * Aᵀ := by simp only [Matrix.mul_assoc]
    _ = densityOf A := by
        rw [Matrix.mul_nonsing_inv _ hg, Matrix.nonsing_inv_mul _ hgt, Matrix.mul_one,
          Matrix.mul_one, densityOf]
```

## A straight line of orbitals

Let $CV=1$ and let $CU$ be invertible. Consider

$$A(t)=(1-t)V+t\,U(CU)^{-1},\qquad CA(t)=(1-t)1+t1=1 .$$

The orbitals $A(t)$ keep the left inverse $C$, so their overlap matrix is invertible for every $t$. Its inverse is the adjugate divided by a determinant that never vanishes, hence continuous in $t$, and so is $\rho(A(t))$. The path starts at $\rho(V)$ and ends at $\rho(U(CU)^{-1})=\rho(U)$, by invariance under mixing.

`JoinedIn` states that a continuous path on $[0,1]$ exists with all its points in the given set. `JoinedIn.ofLine` obtains it from the curve defined for all real $t$.

```lean
omit [DecidableEq n] in
/-- If `C` is a left inverse of the orbitals `V` and `C U` is invertible, the densities of `V`
and `U` are joined by a path of pure-state densities with `N` electrons. -/
theorem joined_of_isUnit {V U : Matrix n (Fin N) ℝ} {C : Matrix (Fin N) n ℝ}
    (hV : C * V = 1) (hU : IsUnit (C * U).det) :
    JoinedIn (pureDensities n N) (densityOf V) (densityOf U) := by
  -- the straight line of orbitals keeps `C` as its left inverse
  let A : ℝ → Matrix n (Fin N) ℝ := fun t => (1 - t) • V + t • (U * (C * U)⁻¹)
  have hA : ∀ t, C * A t = 1 := by
    intro t
    simp only [A]
    rw [Matrix.mul_add, Matrix.mul_smul, Matrix.mul_smul, hV, ← Matrix.mul_assoc,
      Matrix.mul_nonsing_inv _ hU]
    module
  have hc : Continuous A :=
    ((continuous_const.sub continuous_id).smul continuous_const).add
      (continuous_id.smul continuous_const)
  have hS : Continuous fun t => (A t)ᵀ * A t := hc.matrix_transpose.matrix_mul hc
  have hI : Continuous fun t => ((A t)ᵀ * A t)⁻¹ := by
    simp only [Matrix.inv_def, Ring.inverse_eq_inv']
    exact (hS.matrix_det.inv₀ fun t => (overlap_isUnit (hA t)).ne_zero).smul
      hS.matrix_adjugate
  have hD : Continuous fun t => densityOf (A t) :=
    (hc.matrix_mul hI).matrix_mul hc.matrix_transpose
  refine JoinedIn.ofLine hD.continuousOn ?_ ?_ ?_
  · simp [A]
  · have h : A 1 = U * (C * U)⁻¹ := by simp [A]
    simp only [h]
    exact densityOf_mul U (Matrix.isUnit_nonsing_inv_det _ hU)
  · rintro _ ⟨t, _, rfl⟩
    exact densityOf_mem (overlap_isUnit (hA t))
```

## An intermediate set of orbitals

When $W$ holds the target orbitals, $CW$ can be singular for the left inverse $C$ at hand, and then the lemma does not apply directly with this $C$. A detour through intermediate orbitals avoids the search for a better left inverse. Let $D$ be a left inverse of $W$, and pass through the mixture $V+sW$. This requires both

$$C(V+sW)=1+s\,CW,\qquad D(V+sW)=DV+s\,1$$

to be invertible. Put $M=CW$ and $K=DV$. The determinant of $K+s1$ is the characteristic polynomial of $-K$ at $s$, which has finitely many roots. For $s\neq0$,

$$\det(1+sM)=s^N\det(M+s^{-1}1),$$

which vanishes only if $s^{-1}$ is a root of the characteristic polynomial of $-M$. Finitely many values of $s$ are excluded, so a suitable one remains.

```lean
/-- For two square matrices `M` and `K` some real `s` makes both `1 + s M` and `K + s`
invertible. -/
theorem exists_mixing (M K : Matrix (Fin N) (Fin N) ℝ) :
    ∃ s : ℝ, IsUnit (1 + s • M).det ∧ IsUnit (K + s • (1 : Matrix (Fin N) (Fin N) ℝ)).det := by
  -- only roots of a characteristic polynomial are excluded
  have key : ∀ (K : Matrix (Fin N) (Fin N) ℝ) (s : ℝ), s ∉ (-K).charpoly.roots.toFinset →
      (K + s • (1 : Matrix (Fin N) (Fin N) ℝ)).det ≠ 0 := by
    intro K s hs h
    apply hs
    have e : Matrix.scalar (Fin N) s - -K = K + s • (1 : Matrix (Fin N) (Fin N) ℝ) := by
      ext i j
      simp [Matrix.scalar_apply, Matrix.diagonal_apply, Matrix.one_apply, add_comm]
    rw [Multiset.mem_toFinset, Polynomial.mem_roots (Matrix.charpoly_monic _).ne_zero,
      Polynomial.IsRoot.def, Matrix.eval_charpoly, e]
    exact h
  obtain ⟨s, hs⟩ := Infinite.exists_notMem_finset (insert (0 : ℝ)
    ((-K).charpoly.roots.toFinset ∪ (-M).charpoly.roots.toFinset.image fun x => x⁻¹))
  simp only [Finset.mem_insert, Finset.mem_union, not_or] at hs
  obtain ⟨h0, h1, h2⟩ := hs
  refine ⟨s, ?_, (key K s h1).isUnit⟩
  have e : 1 + s • M = s • (M + s⁻¹ • (1 : Matrix (Fin N) (Fin N) ℝ)) := by
    rw [smul_add, smul_smul, mul_inv_cancel₀ h0, one_smul, add_comm]
  rw [e, Matrix.det_smul]
  exact (mul_ne_zero (pow_ne_zero _ h0) (key M s⁻¹ fun h =>
    h2 (Finset.mem_image.mpr ⟨s⁻¹, h, inv_inv s⟩))).isUnit
```

Given densities $P$ and $Q$ with $N$ electrons, factor them as $P=VC$ and $Q=WD$. The traces force both factorisations to have $N$ orbitals. The path runs from $\rho(V)=P$ to $\rho(V+sW)$, and then along the reversed second line to $\rho(W)=Q$.

```lean
/-- Two real pure-state densities with `N` electrons are joined by a continuous path of such
densities. -/
theorem joined_pureDensities {P Q : Matrix n n ℝ} (hP : P ∈ pureDensities n N)
    (hQ : Q ∈ pureDensities n N) : JoinedIn (pureDensities n N) P Q := by
  obtain ⟨a, V, C, hV, hCV, ha⟩ := exists_orbitals hP.2.1
  obtain ⟨b, W, D, hW, hDW, hb⟩ := exists_orbitals hQ.2.1
  obtain rfl : a = N := by exact_mod_cast ha.symm.trans hP.2.2
  obtain rfl : b = a := by exact_mod_cast hb.symm.trans hQ.2.2
  -- the mixed orbitals `V + s W` are reached from both sides
  obtain ⟨s, h1, h2⟩ := exists_mixing (C * W) (D * V)
  rw [← densityOf_eq hP.1 hV hCV, ← densityOf_eq hQ.1 hW hDW]
  have hl := joined_of_isUnit (U := V + s • W) hCV
    (by rwa [Matrix.mul_add, Matrix.mul_smul, hCV])
  have hr := joined_of_isUnit (U := V + s • W) hDW
    (by rwa [Matrix.mul_add, Matrix.mul_smul, hDW])
  exact hl.trans hr.symm
```

For $n=2$ and $N=1$, take $P=\operatorname{diag}(1,0)$ and $Q=\operatorname{diag}(0,1)$, with $V=(1,0)^T$, $W=(0,1)^T$, $C=V^T$ and $D=W^T$. Then $CW=DV=0$, and $s=1$ is allowed. The first line is $A(t)=(1,t)^T$, or $(1,t)^T/\sqrt{1+t^2}$ when normalised, with

$$\rho(A(t))=\frac1{1+t^2}\begin{pmatrix}1&t\\t&t^2\end{pmatrix},\qquad
\rho(A(\tfrac12))=\begin{pmatrix}0.8&0.4\\0.4&0.2\end{pmatrix}.$$

The last matrix squares to itself and has trace 1. At $t=1$ all entries equal $\tfrac12$, and the second line continues symmetrically to $Q$. Averaging the densities directly would give $\operatorname{diag}(\tfrac12,\tfrac12)$, which is not idempotent.

## The trace decides

The next theorem takes two symmetric idempotents without fixing $N$ beforehand. Its left side says that there is a `Path P Q` whose every point is symmetric and idempotent; its right side says that the traces are equal.

If such a path exists, its trace is continuous in $t$ and always a natural number. Near any $t$ it changes by less than 1, hence not at all. It is therefore locally constant, and constant because $[0,1]$ is connected. Conversely, equal traces give a common $N$, and the path already built applies.

```lean
/-- Two real symmetric idempotent matrices can be joined by a continuous path of real symmetric
idempotents if and only if they have the same trace. -/
theorem exists_path_iff_trace_eq {P Q : Matrix n n ℝ} (hP : Pᵀ = P) (hP2 : P * P = P)
    (hQ : Qᵀ = Q) (hQ2 : Q * Q = Q) :
    (∃ γ : Path P Q, ∀ t, (γ t)ᵀ = γ t ∧ γ t * γ t = γ t) ↔ P.trace = Q.trace := by
  constructor
  · rintro ⟨γ, hγ⟩
    have hc : Continuous fun t => (γ t).trace := γ.continuous.matrix_trace
    -- a continuous integer-valued electron number is locally constant
    have hl : IsLocallyConstant fun t => (γ t).trace := by
      rw [IsLocallyConstant.iff_eventually_eq]
      intro x
      have hx : {y | |(γ y).trace - (γ x).trace| < 1} ∈ 𝓝 x :=
        (isOpen_lt (hc.sub continuous_const).abs continuous_const).mem_nhds (by simp)
      filter_upwards [hx] with y hy
      obtain ⟨a, _, _, _, _, ha⟩ := exists_orbitals (hγ x).2
      obtain ⟨b, _, _, _, _, hb⟩ := exists_orbitals (hγ y).2
      rw [ha, hb, abs_lt] at hy
      have h1 : b < a + 1 := by exact_mod_cast (by linarith [hy.2] : (b : ℝ) < a + 1)
      have h2 : a < b + 1 := by exact_mod_cast (by linarith [hy.1] : (a : ℝ) < b + 1)
      have hab : b = a := by omega
      rw [ha, hb, hab]
    simpa using hl.apply_eq_of_preconnectedSpace 0 1
  · intro h
    obtain ⟨N, _, _, _, _, hN⟩ := exists_orbitals hP2
    obtain ⟨γ, hγ⟩ := joined_pureDensities (N := N) ⟨hP, hP2, hN⟩ ⟨hQ, hQ2, h.symm.trans hN⟩
    exact ⟨γ, fun t => ⟨(hγ t).1, (hγ t).2.1⟩⟩
```

For $N\le n$ the set is also non-empty: fill $N$ basis orbitals, which gives a diagonal matrix with $N$ ones and otherwise zeros. `IsPathConnected` combines this with the existence of paths. The bound on $N$ serves only to supply a member of the set.

```lean
/-- If the number of electrons `N` does not exceed the number of basis orbitals, the real
pure-state densities with `N` electrons form a non-empty path-connected set. -/
theorem isPathConnected_pureDensities (hN : N ≤ Fintype.card n) :
    IsPathConnected (pureDensities n N) := by
  rw [isPathConnected_iff]
  refine ⟨?_, fun P hP Q hQ => joined_pureDensities hP hQ⟩
  -- fill `N` of the basis orbitals
  obtain ⟨s, _, hs⟩ := Finset.exists_subset_card_eq (s := (Finset.univ : Finset n)) hN
  refine ⟨Matrix.diagonal fun i => if i ∈ s then 1 else 0, ?_, ?_, ?_⟩
  · exact Matrix.diagonal_transpose _
  · rw [Matrix.diagonal_mul_diagonal]
    congr 1
    funext i
    split_ifs <;> norm_num
  · simp [Matrix.trace_diagonal, hs]

end

end RealDensityConnected
```

```lean
#print axioms RealDensityConnected.exists_path_iff_trace_eq
#print axioms RealDensityConnected.isPathConnected_pureDensities
```

```
'RealDensityConnected.exists_path_iff_trace_eq' depends on axioms: [propext, Classical.choice, Quot.sound]
'RealDensityConnected.isPathConnected_pureDensities' depends on axioms: [propext, Classical.choice, Quot.sound]
```

## Densities compared with ordered orbitals

The state could also have been modelled as an $n\times N$ matrix with orthonormal columns, so that the orbitals themselves, with their order and signs, are the variables. The statement would then fail for $N=n\ge1$. Such matrices are orthogonal, their determinant is $+1$ or $-1$, and no continuous path of them changes it. Reversing the sign of one orbital leads to the other component, although the density is the identity matrix in both cases. Using $P$ removes this distinction, which has no effect on expectation values.
